# The band energy of a diagonal Hamiltonian with distinct levels is stationary exactly at the diagonal projectors

Stationarity is taken here as a derivative condition: a projector $P$ is critical if the energy has zero slope at $t=0$ along every curve $e^{tK}Pe^{-tK}$ with $K$ real and skew-symmetric. Such a $K$ makes $e^{tK}$ orthogonal, so the curve is a rotation of the orbitals and stays among projectors of the same trace.

The type `n` labels finitely many orthonormal real orbitals.

```lean
import Mathlib

open Matrix

namespace GrassmannBandEnergy

variable {n : Type*} [Fintype n] [DecidableEq n]
```

The one-particle Hamiltonian $A$ is a fixed matrix, independent of $P$, so the electrons do not interact. The energy is $E(P)=\operatorname{tr}(AP)$.

```lean
/-- The band energy `tr (A P)` of the density matrix `P` for the one-particle Hamiltonian `A`. -/
noncomputable def bandEnergy (A P : Matrix n n ℝ) : ℝ := trace (A * P)

/-- The matrix `exp (t K) P exp (-t K)`. For skew-symmetric `K` this is `P` after an orbital
rotation. -/
noncomputable def rotated (K P : Matrix n n ℝ) (t : ℝ) : Matrix n n ℝ :=
  NormedSpace.exp (t • K) * P * NormedSpace.exp (t • (-K))
```

In `HasDerivAt … 0 0`, the first zero is the slope and the second is the value of the rotation parameter $t$.

```lean
/-- `P` is critical if the band energy is stationary at `t = 0` along every orbital rotation
with a skew-symmetric generator. -/
def IsCritical (A P : Matrix n n ℝ) : Prop :=
  ∀ K : Matrix n n ℝ, Kᵀ = -K → HasDerivAt (fun t => bandEnergy A (rotated K P t)) 0 0
```

A projector is a symmetric idempotent matrix, and its trace $m$ counts the occupied orbitals, with no spin factor.

```lean
/-- The critical points of the band energy among the symmetric idempotent matrices of
trace `m`. -/
def criticalProjectors (A : Matrix n n ℝ) (m : ℕ) : Set (Matrix n n ℝ) :=
  {P | Pᵀ = P ∧ P * P = P ∧ trace P = m ∧ IsCritical A P}
```

For a set $s$ of levels, let $D_s$ be the diagonal matrix with entry 1 on $s$ and 0 elsewhere.

```lean
/-- The diagonal density matrix with occupation one on the levels in `s` and zero elsewhere. -/
def occupation (s : Finset n) : Matrix n n ℝ :=
  diagonal (fun i => if i ∈ s then (1 : ℝ) else 0)
```

### (a) The slope along a rotation

For any square $A$, $P$ and $K$, show that
$$\left.\frac{d}{dt}E(e^{tK}Pe^{-tK})\right|_{t=0}=\operatorname{tr}\big(A(KP-PK)\big).$$

**Solution.** By the product rule, the curve has derivative $Ke^{tK}Pe^{-tK}-e^{tK}PKe^{-tK}$, which is $KP-PK$ at $t=0$. The map $X\mapsto\operatorname{tr}(AX)$ is linear, so it passes through the derivative. In Lean, `h1` and `h2` differentiate the exponentials, `h3` is the product rule and `L` is the linear map.

```lean
/-- The slope of the band energy at `t = 0` along the curve `exp (t K) P exp (-t K)` is `tr (A (K P
- P K))`. -/
theorem bandEnergy_hasDerivAt (A P K : Matrix n n ℝ) :
    HasDerivAt (fun t => bandEnergy A (rotated K P t)) (trace (A * (K * P - P * K))) 0 := by
  -- any matrix norm serves to differentiate the exponentials
  let _ : NormedRing (Matrix n n ℝ) := Matrix.linftyOpNormedRing
  let _ : NormedAlgebra ℝ (Matrix n n ℝ) := Matrix.linftyOpNormedAlgebra
  have h1 := hasDerivAt_exp_smul_const (𝕂 := ℝ) K (0 : ℝ)
  have h2 := hasDerivAt_exp_smul_const (𝕂 := ℝ) (-K) (0 : ℝ)
  have h3 := (h1.mul_const P).mul h2
  -- the energy is a linear function of the density matrix
  let L : Matrix n n ℝ →L[ℝ] ℝ := LinearMap.toContinuousLinearMap
    ((Matrix.traceLinearMap n ℝ ℝ).comp (LinearMap.mulLeft ℝ A))
  have h4 := L.hasFDerivAt.comp_hasDerivAt (0 : ℝ) h3
  refine HasDerivAt.congr_deriv h4 ?_
  change trace (A * _) = _
  simp only [zero_smul, NormedSpace.exp_zero, one_mul, mul_one, mul_neg, sub_eq_add_neg]
```

### (b) When all slopes vanish

For symmetric $A$ and $P$, show that
$$\operatorname{tr}\big(A(KP-PK)\big)=0\ \text{ for all skew } K\iff AP=PA.$$

**Solution.** Put $C=PA-AP$. Cyclicity gives $\operatorname{tr}(AKP)=\operatorname{tr}(KPA)$ and $\operatorname{tr}(APK)=\operatorname{tr}(KAP)$, so the slope is $\operatorname{tr}(KC)$; this is `key`. If $C=0$, every slope vanishes. Conversely, $C^T=AP-PA=-C$, so $K=C$ is allowed, and
$$0=\operatorname{tr}(C^2)=-\operatorname{tr}(C^TC)=-\sum_{i,j}C_{ij}^2$$
forces $C=0$. The steps `hK` and `h1` record the skewness and the vanishing sum of squares.

```lean
/-- For symmetric `A` and `P`, the slope `tr (A (K P - P K))` vanishes for all skew-symmetric `K`
exactly when `A` and `P` commute. -/
theorem slope_eq_zero_iff_commute {A P : Matrix n n ℝ} (hA : Aᵀ = A) (hP : Pᵀ = P) :
    (∀ K : Matrix n n ℝ, Kᵀ = -K → trace (A * (K * P - P * K)) = 0) ↔ A * P = P * A := by
  have key : ∀ K : Matrix n n ℝ,
      trace (A * (K * P - P * K)) = trace (K * (P * A - A * P)) := by
    intro K
    have e1 : trace (A * (K * P)) = trace (K * (P * A)) := by
      rw [trace_mul_comm, mul_assoc]
    have e2 : trace (A * (P * K)) = trace (K * (A * P)) := by
      rw [← mul_assoc, trace_mul_comm]
    rw [mul_sub, mul_sub, trace_sub, trace_sub, e1, e2]
  constructor
  · intro h
    -- test with the commutator itself, which is skew-symmetric
    have hK : (P * A - A * P)ᵀ = -(P * A - A * P) := by
      rw [transpose_sub, transpose_mul, transpose_mul, hA, hP, neg_sub]
    have h0 := h _ hK
    rw [key] at h0
    have h1 : trace ((P * A - A * P)ᴴ * (P * A - A * P)) = 0 := by
      rw [conjTranspose_eq_transpose_of_trivial, hK, neg_mul, trace_neg, h0, neg_zero]
    exact (sub_eq_zero.mp (Matrix.trace_conjTranspose_mul_self_eq_zero_iff.mp h1)).symm
  · intro h K _
    rw [key, h, sub_self, mul_zero, trace_zero]
```

### (c) Criticality as a commutator

For symmetric $A$ and $P$, show that
$$P\text{ is critical}\iff AP=PA.$$

**Solution.** A derivative is unique, so the slope is zero exactly when the expression in (a) is zero. Apply (b).

```lean
/-- A symmetric `P` is a critical point of the band energy of a symmetric `A` exactly when it
commutes with `A`. -/
theorem isCritical_iff_commute {A P : Matrix n n ℝ} (hA : Aᵀ = A) (hP : Pᵀ = P) :
    IsCritical A P ↔ A * P = P * A := by
  rw [← slope_eq_zero_iff_commute hA hP]
  constructor
  · intro h K hK
    exact (bandEnergy_hasDerivAt A P K).unique (h K hK)
  · intro h K hK
    have h1 := bandEnergy_hasDerivAt A P K
    rwa [h K hK] at h1
```

### (d) Counting occupied levels

Show that $\operatorname{tr}D_s=|s|$.

**Solution.** The diagonal contains a 1 for each element of $s$ and zeros otherwise.

```lean
/-- The trace of an occupation matrix is the number of occupied levels. -/
theorem trace_occupation (s : Finset n) : trace (occupation s) = s.card := by
  simp [occupation, trace_diagonal]
```

### (e) The critical projectors

Let $A=\operatorname{diag}(a_i)$ with distinct $a_i$ (`Function.Injective a`). Show that the critical projectors of trace $m$ are
$$\{D_s : |s|=m\}.$$

**Solution.** By (c), a critical $P$ commutes with $A$. Entry $(i,j)$ of $AP=PA$ reads $(a_i-a_j)P_{ij}=0$, so $P_{ij}=0$ for $i\neq j$ (`hoff`). Then $P^2=P$ gives $P_{ii}^2=P_{ii}$, so $P_{ii}$ is 0 or 1 (`h01`). With $s=\{i:P_{ii}=1\}$ we have $P=D_s$, and (d) gives $|s|=m$. Conversely, $D_s$ is symmetric and idempotent, has trace $|s|=m$, and commutes with the diagonal $A$.

```lean
/-- For distinct levels, the critical projectors of trace `m` are exactly the occupation
matrices of the `m`-element sets of levels. -/
theorem mem_criticalProjectors_iff {a : n → ℝ} (ha : Function.Injective a) (m : ℕ)
    (P : Matrix n n ℝ) :
    P ∈ criticalProjectors (diagonal a) m ↔ ∃ s : Finset n, s.card = m ∧ P = occupation s := by
  constructor
  · rintro ⟨hsym, hidem, htr, hcrit⟩
    have hcomm := (isCritical_iff_commute (diagonal_transpose a) hsym).mp hcrit
    -- distinct levels leave no off-diagonal entries
    have hoff : ∀ i j, i ≠ j → P i j = 0 := by
      intro i j hij
      have h := congrFun (congrFun hcomm i) j
      rw [diagonal_mul, mul_diagonal] at h
      have h' : (a i - a j) * P i j = 0 := by linear_combination h
      exact (mul_eq_zero.mp h').resolve_left (sub_ne_zero.mpr (ha.ne hij))
    -- idempotency makes every occupation zero or one
    have h01 : ∀ i, P i i = 0 ∨ P i i = 1 := by
      intro i
      have h := congrFun (congrFun hidem i) i
      rw [mul_apply, Finset.sum_eq_single i
        (fun k _ hk => by rw [hoff i k hk.symm, zero_mul]) (by simp)] at h
      have h' : P i i * (P i i - 1) = 0 := by linear_combination h
      exact (mul_eq_zero.mp h').imp id sub_eq_zero.mp
    obtain ⟨s, hs⟩ : ∃ s : Finset n, P = occupation s := by
      classical
      refine ⟨Finset.univ.filter (fun i => P i i = 1), ?_⟩
      ext i j
      by_cases hij : i = j
      · subst hij
        rcases h01 i with h | h <;> simp [occupation, h]
      · simp [occupation, hij, hoff i j hij]
    refine ⟨s, ?_, hs⟩
    rw [hs, trace_occupation] at htr
    exact_mod_cast htr
  · rintro ⟨s, hs, rfl⟩
    have hsym : (occupation s)ᵀ = occupation s := diagonal_transpose _
    refine ⟨hsym, ?_, by rw [trace_occupation, hs], ?_⟩
    · simp [occupation, diagonal_mul_diagonal]
    · rw [isCritical_iff_commute (diagonal_transpose a) hsym]
      simp only [occupation, diagonal_mul_diagonal, mul_comm]
```

### (f) Their number

For $N$ distinct levels, show that the number of critical projectors of trace $m$ is
$$\binom{N}{m}.$$

**Solution.** The diagonal of $D_s$ determines $s$, so different sets give different projectors (`hinj`). By (e), the critical set is the image of the $m$-element subsets (`himg`).

```lean
/-- For `N = Fintype.card n` distinct levels, the band energy has `N` choose `m` critical projectors
of trace `m`. -/
theorem ncard_criticalProjectors {a : n → ℝ} (ha : Function.Injective a) (m : ℕ) :
    (criticalProjectors (diagonal a) m).ncard = (Fintype.card n).choose m := by
  have hinj : Function.Injective (occupation : Finset n → Matrix n n ℝ) := by
    intro s t h
    ext i
    have hi := congrFun (congrFun h i) i
    simp only [occupation, diagonal_apply_eq] at hi
    by_cases h1 : i ∈ s <;> by_cases h2 : i ∈ t <;> simp [h1, h2] at hi ⊢
  have himg : criticalProjectors (diagonal a) m =
      occupation '' (Finset.powersetCard m (Finset.univ : Finset n) : Set (Finset n)) := by
    ext P
    rw [mem_criticalProjectors_iff ha]
    simp [Finset.mem_powersetCard, eq_comm]
  rw [himg, Set.ncard_image_of_injective _ hinj, Set.ncard_coe_finset,
    Finset.card_powersetCard, Finset.card_univ]
```

### (g) Two orbitals among five levels

Show that for $N=5$, $m=2$ the number is 10.

**Solution.** $\binom52=\frac{5\cdot4}{2}=10$.

```lean
/-- Two occupied orbitals among five distinct levels give ten critical projectors. -/
theorem ten_criticalProjectors {a : Fin 5 → ℝ} (ha : Function.Injective a) :
    (criticalProjectors (diagonal a) 2).ncard = 10 :=
  (ncard_criticalProjectors ha 2).trans (by simp [Nat.choose])
```

### (h) The energy at these points

Show that
$$E(D_s)=\sum_{i\in s}a_i.$$

**Solution.** $AD_s$ is diagonal, with entry $a_i$ for $i\in s$ and 0 otherwise.

For non-interacting electrons in a finite real basis with distinct levels and $0<m<N$, a vanishing orbital gradient therefore does not identify the ground state: every choice of $m$ levels passes that test.

```lean
/-- The band energy of an occupation matrix is the sum of the occupied levels. -/
theorem bandEnergy_occupation (a : n → ℝ) (s : Finset n) :
    bandEnergy (diagonal a) (occupation s) = ∑ i ∈ s, a i := by
  simp [bandEnergy, occupation, diagonal_mul_diagonal, trace_diagonal]
```

### (i) Two equal levels

Let both levels equal $e$, and let $c,s$ now be real coefficients with $c^2+s^2=1$. Show that
$$P=\begin{pmatrix}c^2&cs\\cs&s^2\end{pmatrix}$$
is a critical projector of trace 1.

**Solution.** With $v=(c,s)^T$ we have $P=vv^T$, which is symmetric. Since $v^Tv=1$, $P^2=v(v^Tv)v^T=P$ and $\operatorname{tr}P=1$. Finally, $A=eI$ commutes with $P$, so (c) applies. Lean checks $P^2=P$ entry by entry. For $c=s=1/\sqrt2$ this $P$ is not diagonal, so the conclusion of (e) fails for equal levels.

```lean
/-- For two levels of equal energy `e`, the projector onto any normalized real combination
`(c, s)` of the two orbitals is critical. -/
theorem degenerate_mem_criticalProjectors (e c s : ℝ) (h : c ^ 2 + s ^ 2 = 1) :
    !![c ^ 2, c * s; c * s, s ^ 2] ∈
      criticalProjectors (diagonal (fun _ : Fin 2 => e)) 1 := by
  have hsym : (!![c ^ 2, c * s; c * s, s ^ 2])ᵀ = !![c ^ 2, c * s; c * s, s ^ 2] := by
    ext i j
    fin_cases i <;> fin_cases j <;> rfl
  refine ⟨hsym, ?_, ?_, ?_⟩
  · rw [Matrix.mul_fin_two]
    ext i j
    fin_cases i <;> fin_cases j
    · show c ^ 2 * c ^ 2 + c * s * (c * s) = c ^ 2
      linear_combination c ^ 2 * h
    · show c ^ 2 * (c * s) + c * s * s ^ 2 = c * s
      linear_combination c * s * h
    · show c * s * c ^ 2 + s ^ 2 * (c * s) = c * s
      linear_combination c * s * h
    · show c * s * (c * s) + s ^ 2 * s ^ 2 = s ^ 2
      linear_combination s ^ 2 * h
  · rw [trace_fin_two]
    show c ^ 2 + s ^ 2 = ((1 : ℕ) : ℝ)
    rw [h, Nat.cast_one]
  · rw [isCritical_iff_commute (diagonal_transpose _) hsym]
    ext i j
    rw [diagonal_mul, mul_diagonal, mul_comm]

end GrassmannBandEnergy
```

```lean
#print axioms GrassmannBandEnergy.ten_criticalProjectors
#print axioms GrassmannBandEnergy.bandEnergy_occupation
#print axioms GrassmannBandEnergy.degenerate_mem_criticalProjectors
```

```
'GrassmannBandEnergy.ten_criticalProjectors' depends on axioms: [propext, Classical.choice, Quot.sound]
'GrassmannBandEnergy.bandEnergy_occupation' depends on axioms: [propext, Classical.choice, Quot.sound]
'GrassmannBandEnergy.degenerate_mem_criticalProjectors' depends on axioms: [propext, Classical.choice, Quot.sound]
```

### Complex orbitals

The same argument works for Hermitian projectors and skew-Hermitian $K$. Adjoints replace transposes, and $\operatorname{tr}(C^2)=-\sum_{i,j}|C_{ij}|^2$. Distinct real levels again leave only the matrices $D_s$. The code above treats real matrices only.
